# The radial overlap of two unnormalised Gaussian primitives with a common centre and equal l

For two unnormalised radial Gaussian primitives r^l exp(−ar²) and r^l exp(−br²), with the same natural number l and positive exponents a and b, the lemma evaluates the overlap integral over (0, ∞) with weight r². The value is Γ(l + 3/2) / (2(a + b)^(l + 3/2)). The proof takes a general formula for the integral of a power times an exponential, sets the powers to 2l + 2 and 2, and then shows that the two integrands agree at each r > 0.

The failing Lean file:

```lean
import Mathlib

open MeasureTheory Set

namespace GaussianRadialOverlap

noncomputable section

/-- The radial inner product of two real functions on `(0, ∞)` with weight `r²`. -/
def radialInner (f g : ℝ → ℝ) : ℝ := ∫ r in Ioi (0 : ℝ), f r * g r * r ^ 2

/-- The unnormalised radial primitive Gaussian `r^l exp(-a r²)`. -/
def primitive (l : ℕ) (a r : ℝ) : ℝ := r ^ l * Real.exp (-a * r ^ 2)

/-- The overlap integral of two unnormalised primitives is
`Γ(l + 3/2) / (2 (a + b)^(l + 3/2))`, written with a negative power. -/
theorem radialInner_primitive (l : ℕ) {a b : ℝ} (ha : 0 < a) (hb : 0 < b) :
    radialInner (primitive l a) (primitive l b) =
      (a + b) ^ (-((l : ℝ) + 3 / 2)) * (1 / 2) * Real.Gamma ((l : ℝ) + 3 / 2) := by
  have hl : (0 : ℝ) ≤ l := Nat.cast_nonneg l
  have h := Real.integral_rpow_mul_exp_neg_mul_rpow (p := 2) (q := 2 * (l : ℝ) + 2)
    (b := a + b) (by norm_num) (by linarith) (by linarith)
  have e1 : -(2 * (l : ℝ) + 2 + 1) / 2 = -((l : ℝ) + 3 / 2) := by ring
  have e2 : (2 * (l : ℝ) + 2 + 1) / 2 = (l : ℝ) + 3 / 2 := by ring
  rw [e1, e2] at h
  rw [← h]
  unfold radialInner primitive
  refine setIntegral_congr_fun measurableSet_Ioi (fun r _ => ?_)
  -- the product of two Gaussians is a Gaussian with the summed exponent
  show r ^ l * Real.exp (-a * r ^ 2) * (r ^ l * Real.exp (-b * r ^ 2)) * r ^ 2 =
    r ^ (2 * (l : ℝ) + 2) * Real.exp (-(a + b) * r ^ (2 : ℝ))
  have hc : 2 * (l : ℝ) + 2 = ((2 * l + 2 : ℕ) : ℝ) := by norm_num
  have hexp : Real.exp (-(a + b) * r ^ 2) =
      Real.exp (-a * r ^ 2) * Real.exp (-b * r ^ 2) := by
    rw [← Real.exp_add]
    congr 1
    ring
  rw [hc, Real.rpow_natCast, Real.rpow_two, hexp]
  ring

end

end GaussianRadialOverlap
```

The compiler's answer:

```
Main.lean:21:12: error(lean.unknownIdentifier): Unknown constant `Real.integral_rpow_mul_exp_neg_mul_rpow`
Main.lean:19:81: error: unsolved goals
l : ℕ
a b : ℝ
ha : 0 < a
hb : 0 < b
hl : 0 ≤ ↑l
⊢ radialInner (primitive l a) (primitive l b) = (a + b) ^ (-(↑l + 3 / 2)) * (1 / 2) * Real.Gamma (↑l + 3 / 2)
```

Diagnosis. The first message says that no constant called `Real.integral_rpow_mul_exp_neg_mul_rpow` exists. The integral formula is in Mathlib, but its name has no `Real.` prefix, although it concerns real integrals and its neighbours in this proof, such as `Real.rpow_natCast` and `Real.exp_add`, do have one.

The second message follows from the first. Since the term given for `h` could not be elaborated, the proof stopped there, and Lean reported the main goal as unsolved. The context it prints contains `hl` but not `h`, and the goal is still the full statement of the theorem, so none of the later rewrites had been applied.

The diff removes the prefix and changes nothing else. The name now resolves, `h` receives the integral formula with the arguments already supplied, and the remaining steps go through as they were written.

The mended proof, as a diff:

```diff
@@ -19,5 +19,5 @@
       (a + b) ^ (-((l : ℝ) + 3 / 2)) * (1 / 2) * Real.Gamma ((l : ℝ) + 3 / 2) := by
   have hl : (0 : ℝ) ≤ l := Nat.cast_nonneg l
-  have h := Real.integral_rpow_mul_exp_neg_mul_rpow (p := 2) (q := 2 * (l : ℝ) + 2)
+  have h := integral_rpow_mul_exp_neg_mul_rpow (p := 2) (q := 2 * (l : ℝ) + 2)
     (b := a + b) (by norm_num) (by linarith) (by linarith)
   have e1 : -(2 * (l : ℝ) + 2 + 1) / 2 = -((l : ℝ) + 3 / 2) := by ring
```
